# The bound-state pole and the spurious pole of the truncated effective range expansion for 0 < r < a/2

For scattering length $a$ and effective range $r$ with $0<r<a/2$, the bound-state condition

$$\frac1a-x+\frac{r x^2}{2}=0$$

has exactly two real solutions $x_1<x_2$, and they satisfy

$$\frac1a<x_1<\frac2a<\frac1r<x_2<\frac2r .$$

The S-matrix of the truncated expansion has poles at the momenta $k=ix_1$ and $k=ix_2$. The residue at $ix_1$ is $-i$ times a positive number, as a normalisable bound state requires, and the residue at $ix_2$ is $-i$ times a negative number. In this single-channel, two-parameter model, a binding energy estimated from $a$ and $r$ should therefore use the smaller root.

## The amplitude as a function of complex momentum

The development uses complex numbers and limits from Mathlib.

```lean
import Mathlib

open Complex Filter Topology

namespace EffectiveRangePoles

noncomputable section
```

Let $k$ be the relative momentum in units of $\hbar$ and $\delta$ the s-wave phase shift. For a potential of finite range, $k\cot\delta$ is expanded at low energy in powers of $k^2$, and the model keeps two terms:

$$k\cot\delta=-\frac1a+\frac{r k^2}{2}.$$

```lean
/-- The effective range expansion of `k cot δ`, truncated after the term quadratic in `k`,
with scattering length `a` and effective range `r`. -/
def kCot (a r : ℝ) (k : ℂ) : ℂ := -(1 / (a : ℂ)) + r * k ^ 2 / 2
```

The parameters are real and $k$ is complex, so that `kCot` can be evaluated at bound-state momenta. With this sign convention, a positive $a$ much larger than $|r|$ goes with a shallow bound state. The truncation is the model's assumption; it is not derived from a potential.

The scattering amplitude is $1/(k\cot\delta-ik)$, with denominator

$$D(k)=k\cot\delta-ik.$$

```lean
/-- The denominator `k cot δ - i k` of the scattering amplitude. -/
def denominator (a r : ℝ) (k : ℂ) : ℂ := kCot a r k - I * k
```

The S-matrix element $S=e^{2i\delta}$ is the ratio of $k\cot\delta+ik$ to this denominator.

```lean
/-- The s-wave S-matrix element `(k cot δ + i k) / (k cot δ - i k)`. -/
def sMatrix (a r : ℝ) (k : ℂ) : ℂ := (kCot a r k + I * k) / denominator a r k
```

The reduced radial function of an s-wave bound state, which is $R$ times its radial wavefunction, decays as $e^{-xR}$ at large separation $R$. This is the outgoing wave $e^{ikR}$ at $k=ix$ with $x>0$, and $x$ is called the binding momentum. The left-hand side of the bound-state condition is a real function of $x$.

```lean
/-- The left-hand side of the bound-state condition `1/a - x + r x²/2 = 0`. -/
def boundFn (a r x : ℝ) : ℝ := 1 / a - x + r * x ^ 2 / 2
```

The quadratic formula gives its roots in terms of $s=\sqrt{1-2r/a}$.

```lean
/-- The square root `√(1 - 2r/a)` that separates the two poles. -/
def splitting (a r : ℝ) : ℝ := Real.sqrt (1 - 2 * r / a)
```

The smaller root is $x_1=(1-s)/r$.

```lean
/-- The number `(1 - s)/r` with `s = splitting a r`; for `0 < r < a/2` it is the smaller binding
momentum. -/
def shallow (a r : ℝ) : ℝ := (1 - splitting a r) / r
```

The larger root is $x_2=(1+s)/r$.

```lean
/-- The number `(1 + s)/r` with `s = splitting a r`; for `0 < r < a/2` it is the larger binding
momentum. -/
def deep (a r : ℝ) : ℝ := (1 + splitting a r) / r
```

Outside a potential of finite range, a normalised s-wave bound state has reduced radial function $A e^{-\kappa R}$, and the residue of $S$ at $k=i\kappa$ is $-iA^2$. The truncated expansion assigns to $A^2$ the value

$$N(\kappa)=\frac{2\kappa}{1-r\kappa}.$$

```lean
/-- The factor `2κ/(1 - rκ)`, the squared asymptotic normalisation assigned to a pole at
binding momentum `κ`. -/
def normalisation (r κ : ℝ) : ℝ := 2 * κ / (1 - r * κ)
```

That this number has the form of a residue is proved below. Its reading as $A^2$, and hence the demand that it be positive, is physical input.

## From the denominator to the bound-state condition

At $k=ix$ we have $k^2=-x^2$ and $-ik=x$, so

$$D(ix)=-\frac1a-\frac{r x^2}{2}+x=-\left(\frac1a-x+\frac{r x^2}{2}\right).$$

```lean
/-- On the imaginary momentum axis, `k = i x`, the amplitude denominator is minus the
bound-state function. -/
theorem denominator_imaginary (a r x : ℝ) :
    denominator a r (I * x) = -((boundFn a r x : ℝ) : ℂ) := by
  unfold denominator kCot boundFn
  push_cast
  linear_combination ((r : ℂ) * x ^ 2 / 2 - x) * I_sq
```

The `linear_combination` step supplies $i^2=-1$, the only fact needed beyond ring algebra.

## Two roots and a factorisation

Since $0<2r<a$, the ratio $2r/a$ lies strictly between 0 and 1. Hence $0<s^2<1$ and $0<s<1$, and multiplying $s^2=1-2r/a$ by $a$ gives $as^2=a-2r$.

```lean
/-- For `0 < r < a/2` the splitting `s` lies strictly between 0 and 1 and obeys
`a s² = a - 2r`. -/
theorem splitting_spec {a r : ℝ} (hr : 0 < r) (hra : r < a / 2) :
    0 < splitting a r ∧ splitting a r < 1 ∧ a * splitting a r ^ 2 = a - 2 * r := by
  have ha : 0 < a := by linarith
  have h1 : 2 * r / a < 1 := by
    rw [div_lt_one ha]
    linarith
  have h0 : 0 < 2 * r / a := by positivity
  have hpos : 0 < splitting a r := Real.sqrt_pos.2 (by linarith)
  have hsq : splitting a r ^ 2 = 1 - 2 * r / a := Real.sq_sqrt (by linarith)
  have hc : 2 * r / a * a = 2 * r := div_mul_cancel₀ _ ha.ne'
  refine ⟨hpos, by nlinarith, ?_⟩
  rw [hsq]
  linear_combination -hc
```

The last identity lets the later proofs work with polynomials in $s$ instead of square roots.

The sum and product of the roots are

$$x_1+x_2=\frac2r,\qquad x_1x_2=\frac{1-s^2}{r^2}=\frac{2}{ar}.$$

Expanding the product of linear factors then gives

$$\frac r2(k-ix_1)(k-ix_2)=\frac{rk^2}{2}-\frac{ikr(x_1+x_2)}{2}-\frac{r x_1x_2}{2}=\frac{rk^2}{2}-ik-\frac1a=D(k).$$

```lean
/-- For `0 < r < a/2` the amplitude denominator factorises over all complex momenta, with
zeros at `i` times the two binding momenta. -/
theorem denominator_factor {a r : ℝ} (hr : 0 < r) (hra : r < a / 2) (k : ℂ) :
    denominator a r k = r / 2 * (k - I * shallow a r) * (k - I * deep a r) := by
  have ha : 0 < a := by linarith
  obtain ⟨-, -, hs⟩ := splitting_spec hr hra
  have h1 : shallow a r * r = 1 - splitting a r := div_mul_cancel₀ _ hr.ne'
  have h2 : deep a r * r = 1 + splitting a r := div_mul_cancel₀ _ hr.ne'
  -- sum and product of the two roots
  have hsum : r * (shallow a r + deep a r) = 2 := by linear_combination h1 + h2
  have hprod : r * (shallow a r * deep a r) = 2 / a := by
    rw [eq_div_iff ha.ne']
    apply mul_right_cancel₀ hr.ne'
    linear_combination a * (deep a r * r) * h1 + a * (1 - splitting a r) * h2 - hs
  have hsum' : (r : ℂ) * ((shallow a r : ℂ) + deep a r) = 2 := by exact_mod_cast hsum
  have hprod' : (r : ℂ) * ((shallow a r : ℂ) * deep a r) = 2 / a := by
    exact_mod_cast hprod
  unfold denominator kCot
  linear_combination I * k / 2 * hsum' + 1 / 2 * hprod'
    - (r : ℂ) * (shallow a r * deep a r) / 2 * I_sq
```

In the proof, `hsum` and `hprod` are the sum and product, each multiplied by $r$. They are carried over to the complex numbers and combined as in the expansion. Because the identity holds for every complex $k$, the denominator has no zeros away from $ix_1$ and $ix_2$.

## Where the roots lie

Write $2r=a(1-s^2)$. The two bounds on $x_1$ follow from

$$a(1-s)-r=\frac{a(1-s)^2}{2}>0,\qquad 2r-a(1-s)=a\,s(1-s)>0.$$

Dividing the first by $ar$ gives $x_1>1/a$, and dividing the second by $ar$ gives $x_1<2/a$. The inequality $2/a<1/r$ restates $2r<a$. Finally $1<1+s<2$, divided by $r$, gives $1/r<x_2<2/r$.

```lean
/-- For `0 < r < a/2` the two binding momenta are ordered as
`1/a < shallow < 2/a < 1/r < deep < 2/r`. -/
theorem pole_ordering {a r : ℝ} (hr : 0 < r) (hra : r < a / 2) :
    1 / a < shallow a r ∧ shallow a r < 2 / a ∧ 2 / a < 1 / r ∧
      1 / r < deep a r ∧ deep a r < 2 / r := by
  have ha : 0 < a := by linarith
  obtain ⟨h0, h1, hs⟩ := splitting_spec hr hra
  have h1' : 0 < 1 - splitting a r := by linarith
  unfold shallow deep
  refine ⟨?_, ?_, ?_, ?_, ?_⟩
  · rw [div_lt_div_iff₀ ha hr]
    nlinarith [mul_pos ha (mul_pos h1' h1')]
  · rw [div_lt_div_iff₀ hr ha]
    nlinarith [mul_pos ha (mul_pos h0 h1')]
  · rw [div_lt_div_iff₀ ha hr]
    linarith
  · exact div_lt_div_of_pos_right (by linarith) hr
  · exact div_lt_div_of_pos_right (by linarith) hr
```

The products handed to `nlinarith` are $a(1-s)^2$ and $a\,s(1-s)$, the same positive quantities as above.

For real $x$, the condition holds exactly when $D(ix)=0$. By the factorisation this means

$$\frac r2(ix-ix_1)(ix-ix_2)=0,$$

and since $r\neq0$ and $i\neq0$, either $x=x_1$ or $x=x_2$.

```lean
/-- For `0 < r < a/2` the bound-state condition has exactly two real solutions, both positive:
one strictly between `1/a` and `2/a`, the other larger than `1/r`. -/
theorem bound_state_poles {a r : ℝ} (hr : 0 < r) (hra : r < a / 2) :
    (∀ x : ℝ, boundFn a r x = 0 ↔ x = shallow a r ∨ x = deep a r) ∧
      0 < shallow a r ∧ shallow a r < deep a r ∧
      1 / a < shallow a r ∧ shallow a r < 2 / a ∧ 1 / r < deep a r := by
  have ha : 0 < a := by linarith
  obtain ⟨h1, h2, h3, h4, -⟩ := pole_ordering hr hra
  have hinv : 0 < 1 / a := by positivity
  refine ⟨fun x => ?_, by linarith, by linarith, h1, h2, h4⟩
  have hr2 : (r : ℂ) / 2 ≠ 0 := div_ne_zero (ofReal_ne_zero.2 hr.ne') two_ne_zero
  -- read the real condition off the factorised denominator at k = i x
  have key : boundFn a r x = 0 ↔ denominator a r (I * x) = 0 := by
    rw [denominator_imaginary, neg_eq_zero, ofReal_eq_zero]
  rw [key, denominator_factor hr hra, mul_eq_zero, mul_eq_zero, or_iff_right hr2,
    sub_eq_zero, sub_eq_zero, mul_right_inj' I_ne_zero, mul_right_inj' I_ne_zero,
    ofReal_inj, ofReal_inj]
```

The equivalence is stated for every real `x`, so there are no further real solutions, negative ones included. The inequality `shallow a r < deep a r` makes the two solutions distinct. The proof rewrites the condition as a zero of `denominator` at `I * x` and reads off the factors.

## The sign of the residue

Let $\kappa$ solve the bound-state condition, with $r\kappa\ne1$. Then $D(i\kappa)=0$, and subtracting it from $D(k)$ gives

$$D(k)=\frac r2(k^2+\kappa^2)-i(k-i\kappa)=(k-i\kappa)\left[\frac r2(k+i\kappa)-i\right].$$

At $k=i\kappa$ the bracket equals $i(r\kappa-1)$, which is nonzero. The condition also gives $k\cot\delta=-1/a-r\kappa^2/2=-\kappa$ there, so the numerator of $S$ is $-\kappa-\kappa=-2\kappa$. Therefore

$$\lim_{k\to i\kappa}(k-i\kappa)S(k)=\frac{-2\kappa}{i(r\kappa-1)}=-i\,\frac{2\kappa}{1-r\kappa}=-iN(\kappa).$$

```lean
/-- At a solution `κ` of the bound-state condition with `rκ ≠ 1`, the S-matrix has residue
`-i · 2κ/(1 - rκ)` at the momentum `k = iκ`. -/
theorem sMatrix_residue {a r κ : ℝ} (hκ : boundFn a r κ = 0) (hrκ : r * κ ≠ 1) :
    Tendsto (fun k : ℂ => (k - I * κ) * sMatrix a r k) (𝓝[≠] (I * (κ : ℂ)))
      (𝓝 (-I * (normalisation r κ : ℂ))) := by
  have hp : 1 / (a : ℂ) - κ + r * (κ : ℂ) ^ 2 / 2 = 0 := by
    unfold boundFn at hκ
    exact_mod_cast hκ
  have hN : normalisation r κ * (1 - r * κ) = 2 * κ :=
    div_mul_cancel₀ _ (sub_ne_zero.2 hrκ.symm)
  have hN' : (normalisation r κ : ℂ) * (1 - r * κ) = 2 * κ := by exact_mod_cast hN
  -- split off the vanishing linear factor of the denominator
  have hD : ∀ k : ℂ, denominator a r k = (k - I * κ) * (r * (k + I * κ) / 2 - I) := by
    intro k
    unfold denominator kCot
    linear_combination -hp + ((r : ℂ) * κ ^ 2 / 2 - κ) * I_sq
  have hne : (r : ℂ) * (I * κ + I * κ) / 2 - I ≠ 0 := by
    have e : (r : ℂ) * (I * κ + I * κ) / 2 - I = I * ((r * κ - 1 : ℝ) : ℂ) := by
      push_cast
      ring
    rw [e]
    exact mul_ne_zero I_ne_zero (ofReal_ne_zero.2 (sub_ne_zero.2 hrκ))
  have hc : ContinuousAt
      (fun k : ℂ => (kCot a r k + I * k) / (r * (k + I * κ) / 2 - I)) (I * κ) := by
    unfold kCot
    exact ContinuousAt.div (by fun_prop) (by fun_prop) hne
  have hval : (kCot a r (I * κ) + I * (I * κ)) / (r * (I * κ + I * κ) / 2 - I)
      = -I * (normalisation r κ : ℂ) := by
    rw [div_eq_iff hne]
    unfold kCot
    linear_combination -hp + hN' + ((r : ℂ) * κ ^ 2 / 2 + κ
      + (normalisation r κ : ℂ) * (r * κ - 1)) * I_sq
  rw [← hval]
  refine (hc.tendsto.mono_left nhdsWithin_le_nhds).congr' ?_
  filter_upwards [self_mem_nhdsWithin] with k hk
  have hk' : k - I * κ ≠ 0 := sub_ne_zero.2 hk
  unfold sMatrix
  rw [hD k, ← mul_div_assoc, mul_div_mul_left _ _ hk']
```

The residue is stated as a limit over $k\neq i\kappa$, written `𝓝[≠]`. In the proof, `hD` is the factorisation, `hne` says that the bracket does not vanish, and `hval` evaluates the remaining quotient. Continuity of that quotient gives the limit once the common factor $k-i\kappa$ has been cancelled.

For the two roots, $1-rx_1=s$ and $1-rx_2=-s$, so

$$N(x_1)=\frac{2x_1}{s}>0,\qquad N(x_2)=-\frac{2x_2}{s}<0.$$

```lean
/-- For `0 < r < a/2` the squared asymptotic normalisation is positive at the shallow pole and
negative at the deep pole. -/
theorem deep_pole_spurious {a r : ℝ} (hr : 0 < r) (hra : r < a / 2) :
    0 < normalisation r (shallow a r) ∧ normalisation r (deep a r) < 0 := by
  obtain ⟨-, h0, hlt, -, -, h4⟩ := bound_state_poles hr hra
  obtain ⟨-, h2, h3, -, -⟩ := pole_ordering hr hra
  have hs : shallow a r * r < 1 := (lt_div_iff₀ hr).1 (h2.trans h3)
  have hd : 1 < deep a r * r := (div_lt_iff₀ hr).1 h4
  unfold normalisation
  exact ⟨div_pos (by linarith) (by linarith),
    div_neg_of_pos_of_neg (by linarith) (by linarith)⟩
```

The Lean proof obtains the signs of the denominators from $x_1<1/r<x_2$. The theorem establishes the signs alone. Calling the deep pole spurious adds the requirement that $A^2$ be positive for a normalisable state, which the value $N(x_2)$ assigned to this pole violates.

The zero-range limit shows the two poles separating. Since $(1-s)(1+s)=2r/a$, the smaller root can be written as

$$x_1=\frac{2}{a(1+s)}.$$

As $r\to0^+$ at fixed $a>0$, $s\to1$ and $x_1\to1/a$, the binding momentum of the zero-range model, while $x_2>1/r$ grows without bound.

## No real solution for r > a/2 > 0

Completing the square gives

$$\frac1a-x+\frac{rx^2}{2}=\frac r2\left(x-\frac1r\right)^2+\left(\frac1a-\frac1{2r}\right).$$

For $a>0$ and $r>a/2$ we have $2r>a$, so the last bracket is positive and the whole expression is positive for every real $x$.

```lean
/-- For positive scattering length and `r > a/2` the bound-state function is strictly positive,
so the bound-state condition has no real solution. -/
theorem no_real_pole {a r : ℝ} (ha : 0 < a) (hra : a / 2 < r) (x : ℝ) :
    0 < boundFn a r x := by
  have hr : 0 < r := by linarith
  have h : 1 / (2 * r) < 1 / a := one_div_lt_one_div_of_lt ha (by linarith)
  -- complete the square around x = 1/r
  have e : boundFn a r x = r / 2 * (x - 1 / r) ^ 2 + (1 / a - 1 / (2 * r)) := by
    unfold boundFn
    field_simp
    ring
  have hsq : 0 ≤ r / 2 * (x - 1 / r) ^ 2 := by positivity
  rw [e]
  linarith

end

end EffectiveRangePoles
```

The identity `e` is the completed square, and `h` is the positivity of the constant term. The upper limit on $r$ in the main result thus marks a real change: beyond it, the truncated model with positive scattering length has no pole on the imaginary momentum axis.

```lean
#print axioms EffectiveRangePoles.bound_state_poles
#print axioms EffectiveRangePoles.sMatrix_residue
#print axioms EffectiveRangePoles.deep_pole_spurious
#print axioms EffectiveRangePoles.no_real_pole
```

```
'EffectiveRangePoles.bound_state_poles' depends on axioms: [propext, Classical.choice, Quot.sound]
'EffectiveRangePoles.sMatrix_residue' depends on axioms: [propext, Classical.choice, Quot.sound]
'EffectiveRangePoles.deep_pole_spurious' depends on axioms: [propext, Classical.choice, Quot.sound]
'EffectiveRangePoles.no_real_pole' depends on axioms: [propext, Classical.choice, Quot.sound]
```
